# On a finite time grid, a strictly retarded response and a causal kernel give the Dyson equation exactly one solution, a finite Born sum

A weak potential pulse acts on a molecule, and the electron density responds. In time-dependent density functional theory, the non-interacting Kohn–Sham electrons feel the pulse together with the Hartree and exchange-correlation potential that the changing density induces. With $\chi_s$ the Kohn–Sham response, $f$ the kernel that turns a density change into an induced potential, and $\chi$ the response of the interacting system, this feedback reads

$$\chi = \chi_s + \chi_s f \chi .$$

Inserting the equation into itself produces the Born series $\chi_s + \chi_s f\chi_s + \dots$. Does it converge if the kernel is strong, and is its sum the only solution? For linear response on $N$ time steps, causality settles both questions, provided that $\chi_s$ also vanishes at equal times: the series terminates, whatever the strength of $f$, and its sum is the only solution.

## Spatial operators that need not commute

Time steps are numbered $0,\dots,N-1$. The entry $\chi_{ij}$ is the response at step $i$ to a perturbation at step $j$. It is itself an operator in space, for instance a matrix in a finite basis, so entries belong to a ring `R` that may be noncommutative. Time integrals become matrix products, with the quadrature weights absorbed into $f$.

```lean
import Mathlib

open Finset

namespace CausalDyson

variable {R : Type*} [Ring R] {N : ℕ}
```

The derivation uses only associativity, distributivity and the unit, and keeps the factors in order. It needs no norm, no small coupling and no invertible entries. The response may depend on both times separately, as it does for a driven system. The continuum limit of vanishing time step is not treated.

## A Kohn–Sham response that starts one step late

Say that $A$ has delay $d$ if $A_{ij}=0$ whenever $i<j+d$. The hypothesis `Delayed 1 χs` makes $\chi_s$ strictly lower triangular: there is no response before the perturbation or at the same step. This matches the continuum density response, whose equal-time value vanishes because density operators at equal times commute.

```lean
/-- The response at time step `i` to a perturbation at step `j` vanishes unless `i ≥ j + d`.
Delay `0` means lower triangular, delay `1` strictly lower triangular (retarded). -/
def Delayed (d : ℕ) (A : Matrix (Fin N) (Fin N) R) : Prop :=
  ∀ i j : Fin N, (i : ℕ) < (j : ℕ) + d → A i j = 0
```

Write $K=\chi_s f$ and let $S_m=\sum_{k<m}K^k\chi_s$ be the first $m$ terms of the Born series, with $S_0=0$.

```lean
/-- The first `m` terms of the Born series, `∑ k < m, (χs f)^k χs`. -/
def bornSum (χs f : Matrix (Fin N) (Fin N) R) (m : ℕ) : Matrix (Fin N) (Fin N) R :=
  ∑ k ∈ range m, (χs * f) ^ k * χs
```

With a kernel that does not look ahead, the strict delay makes every further factor $K$ cost at least one time step. If an equal-time response is allowed, a solution may not exist: for $N=1$ and $\chi_s=f=1$ the equation reads $\chi=1+\chi$, which is impossible in a nonzero ring. This example, like those below for a kernel that looks ahead and for an infinite grid, is worked by hand and is not in the Lean code.

## A kernel that does not look ahead

The hypothesis `Delayed 0 f` makes $f$ lower triangular. The induced potential may depend on the present density, as in the adiabatic approximation, and on past densities, but not on future ones.

It enters through the rule that delays add. Let $A$ have delay $a$ and $B$ delay $b$, and take $i<j+a+b$. In

$$(AB)_{ij}=\sum_k A_{ik}B_{kj}$$

each term vanishes. If $i<k+a$, then $A_{ik}=0$. Otherwise $k+a\le i<j+a+b$, so $k<j+b$ and $B_{kj}=0$. The proof splits into the same two cases with `by_cases`, and `omega` does the integer arithmetic.

```lean
/-- Delays add when two response matrices act in succession. -/
theorem Delayed.mul {a b : ℕ} {A B : Matrix (Fin N) (Fin N) R}
    (hA : Delayed a A) (hB : Delayed b B) : Delayed (a + b) (A * B) := by
  intro i j hij
  rw [Matrix.mul_apply]
  refine Finset.sum_eq_zero fun k _ => ?_
  -- the intermediate time is too late for `A` or too early for `B`
  by_cases h : (i : ℕ) < (k : ℕ) + a
  · rw [hA i k h, zero_mul]
  · rw [hB k j (by omega), mul_zero]
```

Hence $K$ has delay $1+0=1$, which is `hK` in the main proof. A kernel that looks ahead can undo the delay. For $N=2$, let the only nonzero entries be $(\chi_s)_{10}=1$ and $f_{01}=1$. Then $K_{11}=1$, and the $(1,0)$ entry of the Dyson equation reads $\chi_{10}=1+\chi_{10}$.

## A time window with a first and a last step

Since $i\le N-1$, a matrix with delay $d\ge N$ satisfies $i<N\le j+d$ for all $i,j$, and is therefore zero.

```lean
/-- A response delayed by at least the whole time window is zero. -/
theorem Delayed.eq_zero {d : ℕ} {A : Matrix (Fin N) (Fin N) R}
    (hA : Delayed d A) (hd : N ≤ d) : A = 0 := by
  ext i j
  have hi := i.isLt
  exact hA i j (by omega)
```

The identity $K^0$ has delay $0$, and each further factor adds $1$, so $K^k$ has delay $k$. In particular $K^N=0$.

```lean
/-- The `k`-th power of a retarded matrix is delayed by `k` time steps. -/
theorem Delayed.pow {K : Matrix (Fin N) (Fin N) R} (hK : Delayed 1 K) (k : ℕ) :
    Delayed k (K ^ k) := by
  induction k with
  | zero =>
    intro i j hij
    rw [pow_zero]
    refine Matrix.one_apply_ne ?_
    intro h
    subst h
    omega
  | succ k ih =>
    rw [pow_succ]
    exact ih.mul hK
```

Next, suppose that $\chi$ solves the Dyson equation. Then

$$\chi=S_m+K^m\chi$$

for every $m$. At $m=0$ this is trivial. To go from $m$ to $m+1$, replace the last $\chi$ by $\chi_s+K\chi$:

$$S_m+K^m\chi_s+K^{m+1}\chi=S_{m+1}+K^{m+1}\chi .$$

The `calc` block below makes this substitution. This identity does not use causality.

```lean
/-- Iterating the Dyson equation `m` times gives the `m`-term Born sum and an exact
remainder `(χs f)^m χ`. -/
theorem dyson_iterate {χs f χ : Matrix (Fin N) (Fin N) R}
    (h : χ = χs + χs * f * χ) (m : ℕ) :
    χ = bornSum χs f m + (χs * f) ^ m * χ := by
  induction m with
  | zero => simp [bornSum]
  | succ m ih =>
    calc χ = bornSum χs f m + (χs * f) ^ m * χ := ih
      _ = bornSum χs f m + (χs * f) ^ m * (χs + χs * f * χ) := by rw [← h]
      _ = bornSum χs f (m + 1) + (χs * f) ^ (m + 1) * χ := by
        simp only [bornSum, sum_range_succ, pow_succ, mul_add, mul_assoc, add_assoc]
```

At $m=N$ the remainder vanishes, so $\chi=S_N$: there is at most one solution. To see that $S_N$ is one, note first that $S_{N+1}=S_N+K^N\chi_s=S_N$ (`hstop`). Splitting off the $k=0$ term and then taking one factor out on the left or on the right gives

$$S_{N+1}=\chi_s+\sum_{k<N}K^{k+1}\chi_s=\chi_s+\chi_s f S_N,$$

$$S_{N+1}=\chi_s+\sum_{k<N}K^{k}\chi_s f\chi_s=\chi_s+S_N f\chi_s .$$

These are `hleft` and `hright`, where `sum_range_succ'` does the splitting. Finally, $K^k\chi_s$ has delay $k+1\ge1$ (`hterm`), so $S_N$ is retarded. For $N\ge1$ its last term $K^{N-1}\chi_s$ has delay $N$ and is therefore zero, so $N-1$ terms already suffice.

```lean
/-- **Causal Dyson equation.** For retarded `χs` and causal `f` on `N` time steps, the Dyson
equation has the `N`-term Born sum as its only solution; this sum is retarded and also solves
the equation with the factors in the opposite order. -/
theorem causal_dyson {χs f : Matrix (Fin N) (Fin N) R}
    (hs : Delayed 1 χs) (hf : Delayed 0 f) :
    (∀ χ, χ = χs + χs * f * χ ↔ χ = bornSum χs f N) ∧
      Delayed 1 (bornSum χs f N) ∧
      bornSum χs f N = χs + bornSum χs f N * f * χs := by
  have hK : Delayed 1 (χs * f) := hs.mul hf
  have hterm : ∀ k, Delayed (k + 1) ((χs * f) ^ k * χs) := fun k => (hK.pow k).mul hs
  -- the series has terminated after `N` terms
  have hstop : bornSum χs f (N + 1) = bornSum χs f N := by
    unfold bornSum
    rw [sum_range_succ, (hterm N).eq_zero (Nat.le_succ N), add_zero]
  -- peel one factor off the left or off the right
  have hleft : bornSum χs f (N + 1) = χs + χs * f * bornSum χs f N := by
    unfold bornSum
    rw [sum_range_succ', pow_zero, one_mul, add_comm, Finset.mul_sum]
    simp only [pow_succ', mul_assoc]
  have hright : bornSum χs f (N + 1) = χs + bornSum χs f N * f * χs := by
    unfold bornSum
    rw [sum_range_succ', pow_zero, one_mul, add_comm, Finset.sum_mul, Finset.sum_mul]
    simp only [pow_succ, mul_assoc]
  refine ⟨fun χ => ⟨fun h => ?_, fun h => ?_⟩, ?_, hstop.symm.trans hright⟩
  · have e := dyson_iterate h N
    rw [(hK.pow N).eq_zero le_rfl, zero_mul, add_zero] at e
    exact e
  · subst h
    exact hstop.symm.trans hleft
  · intro i j hij
    unfold bornSum
    rw [Matrix.sum_apply]
    exact Finset.sum_eq_zero fun k _ => hterm k i j (by omega)
```

In words: a matrix `χ` satisfies the Dyson equation if and only if it equals `bornSum χs f N`; this sum is strictly lower triangular; and it also solves the equation with $\chi$ and $\chi_s$ exchanged in the product. Retardation of $\chi$ is a conclusion, since the equivalence ranges over all matrices. Uniqueness is stated for the first equation only.

On a grid running over all integers, uniqueness among all matrices is lost. Take $f=1$ and let $\chi_s$ pass a perturbation on to the next step. Adding the same constant to every entry of a solution then gives another solution. A first time step excludes this response without a cause.

## Solving row by row

A program that stores $\chi_s$ and $f$ on the grid need not sum the series. Because $K$ is strictly lower triangular, the Dyson equation reads

$$\chi_{ij}=(\chi_s)_{ij}+\sum_{l<i}K_{il}\,\chi_{lj},$$

and the right-hand side contains only earlier rows of $\chi$. A loop over $i=0,1,\dots,N-1$ fills the matrix by forward substitution, with spatial matrix products and no inversion. In exact arithmetic the result is $S_N$, so the Born sum can serve as a check on a small grid.

## Time lags no longer than the truncation order

Suppose the series is cut after $m$ terms. The error is the remainder $K^m\chi$. Since $\chi$ is retarded, the remainder has delay $m+1$ and vanishes for $i\le j+m$. The truncated series is thus exact for all time lags $i-j$ up to $m$. In the proof, `hχ` takes the retardation of $\chi$ from the main theorem, and `hrem` is the vanishing remainder.

```lean
/-- For retarded `χs` and causal `f`, the Born series cut after `m` terms agrees with a solution `χ`
of the Dyson equation at all time lags up to `m`. -/
theorem bornSum_exact_short_lag {χs f χ : Matrix (Fin N) (Fin N) R}
    (hs : Delayed 1 χs) (hf : Delayed 0 f) (h : χ = χs + χs * f * χ)
    (m : ℕ) (i j : Fin N) (hij : (i : ℕ) ≤ (j : ℕ) + m) :
    χ i j = bornSum χs f m i j := by
  have hK : Delayed 1 (χs * f) := hs.mul hf
  have hχ : Delayed 1 χ := by
    rw [((causal_dyson hs hf).1 χ).1 h]
    exact (causal_dyson hs hf).2.1
  have hrem : ((χs * f) ^ m * χ) i j = 0 := ((hK.pow m).mul hχ) i j (by omega)
  have e := congrFun (congrFun (dyson_iterate h m) i) j
  rw [Matrix.add_apply, hrem, add_zero] at e
  exact e
```

Beyond lag $m$ the truncation can fail, and a small model shows it. Let $s_{ij}=1$ if $i=j+1$ and $0$ otherwise, and take $\chi_s=s$, $f=1$.

```lean
/-- The model response that passes a perturbation on to the next time step only. -/
def step : Matrix (Fin N) (Fin N) R :=
  Matrix.of fun i j => if (i : ℕ) = (j : ℕ) + 1 then 1 else 0
```

Both causality hypotheses are satisfied:

```lean
/-- The one-step response is retarded, and the identity kernel is causal. -/
theorem causal_dyson_witness :
    Delayed 1 (step : Matrix (Fin N) (Fin N) R) ∧
      Delayed 0 (1 : Matrix (Fin N) (Fin N) R) := by
  refine ⟨fun i j hij => ?_, fun i j hij => ?_⟩
  · have h : ¬ (i : ℕ) = (j : ℕ) + 1 := by omega
    simp [step, h]
  · refine Matrix.one_apply_ne ?_
    intro h
    subst h
    omega
```

The power $s^k$ shifts by exactly $k$ steps. For $k=0$ it is the identity. In $(s^{k+1})_{ij}=\sum_l s_{il}(s^k)_{lj}$ only $l=j+k$ can contribute, and it gives $1$ exactly when $i=j+k+1$. In that case $j+k<i$, so the intermediate step lies on the grid.

```lean
/-- The `k`-th power of the one-step response shifts by exactly `k` time steps. -/
theorem step_pow (k : ℕ) (i j : Fin N) :
    ((step : Matrix (Fin N) (Fin N) R) ^ k) i j =
      if (i : ℕ) = (j : ℕ) + k then 1 else 0 := by
  induction k generalizing i j with
  | zero => simp [Matrix.one_apply, Fin.ext_iff]
  | succ k ih =>
    have hi := i.isLt
    rw [pow_succ', Matrix.mul_apply]
    by_cases h : (i : ℕ) = (j : ℕ) + (k + 1)
    · -- only the intermediate time `j + k` contributes
      rw [if_pos h, Finset.sum_eq_single (⟨(j : ℕ) + k, by omega⟩ : Fin N)]
      · rw [ih]
        simp [step, h, add_assoc]
      · intro l _ hl
        have hne : ¬ (l : ℕ) = (j : ℕ) + k := fun e => hl (Fin.ext e)
        rw [ih, if_neg hne, mul_zero]
      · intro h'
        exact absurd (Finset.mem_univ _) h'
    · rw [if_neg h]
      refine Finset.sum_eq_zero fun l _ => ?_
      rw [ih]
      by_cases hl : (l : ℕ) = (j : ℕ) + k
      · have hne : ¬ (i : ℕ) = (l : ℕ) + 1 := by omega
        simp [step, hne]
      · rw [if_neg hl, mul_zero]
```

Here $S_m=s+s^2+\dots+s^m$, whose entries are $1$ at lags from $1$ to $m$ and $0$ elsewhere. The induction on $m$ adds one such power at a time.

```lean
/-- For the one-step response with identity kernel, the `m`-term Born sum equals one at
time lags from `1` to `m` and zero at all others. -/
theorem bornSum_step (m : ℕ) (i j : Fin N) :
    bornSum (step : Matrix (Fin N) (Fin N) R) 1 m i j =
      if (j : ℕ) < i ∧ (i : ℕ) ≤ (j : ℕ) + m then 1 else 0 := by
  induction m with
  | zero =>
    have h : ¬ ((j : ℕ) < i ∧ (i : ℕ) ≤ (j : ℕ) + 0) := by omega
    rw [if_neg h]
    simp [bornSum]
  | succ m ih =>
    have hsplit : bornSum (step : Matrix (Fin N) (Fin N) R) 1 (m + 1) i j =
        bornSum (step : Matrix (Fin N) (Fin N) R) 1 m i j +
          ((step : Matrix (Fin N) (Fin N) R) ^ (m + 1)) i j := by
      simp only [bornSum, sum_range_succ, Matrix.add_apply, mul_one, pow_succ]
    rw [hsplit, ih, step_pow]
    by_cases h : (i : ℕ) = (j : ℕ) + (m + 1)
    · have h1 : ¬ ((j : ℕ) < i ∧ (i : ℕ) ≤ (j : ℕ) + m) := by omega
      have h2 : (j : ℕ) < i ∧ (i : ℕ) ≤ (j : ℕ) + (m + 1) := by omega
      rw [if_neg h1, if_pos h, if_pos h2, zero_add]
    · have e : ((j : ℕ) < i ∧ (i : ℕ) ≤ (j : ℕ) + m) ↔
          ((j : ℕ) < i ∧ (i : ℕ) ≤ (j : ℕ) + (m + 1)) := by omega
      rw [if_neg h, add_zero]
      simp only [e]

end CausalDyson
```

With $m=N$ the same formula gives the exact response, which is $1$ at every positive lag. In a nonzero ring the $m$-term sum is therefore wrong at every lag in the window that exceeds $m$.

```lean
#print axioms CausalDyson.bornSum_exact_short_lag
#print axioms CausalDyson.bornSum_step
```

```
'CausalDyson.bornSum_exact_short_lag' depends on axioms: [propext, Classical.choice, Quot.sound]
'CausalDyson.bornSum_step' depends on axioms: [propext, Classical.choice, Quot.sound]
```
